# Symmetric orthonormalization makes the effective Hamiltonian of an exact invariant subspace Hermitian

If linearly independent states, stored as the columns of $W$, span an invariant subspace of a Hermitian matrix $H$, so that $HW=WB$, then $S^{1/2}BS^{-1/2}$ with $S=W^\dagger W$ is Hermitian and has the same eigenvalues as $B$. I know this as the step that repairs a non-Hermitian Bloch-type effective Hamiltonian. Can it be made rigorous, with a proof that a machine has checked?

## From $HW=WB$ to $U^\dagger HU$

Yes, for finite matrices. Let $W$ be $n\times m$. For a coefficient vector $c\neq0$, linear independence gives $c^\dagger Sc=\|Wc\|^2>0$, so $S$ is positive definite. Write $S=VDV^\dagger$ with $V$ unitary and $D$ diagonal, and set $R=S^{1/2}=VD^{1/2}V^\dagger$. Then $R^\dagger=R$, $R^2=S$ and $R$ is invertible.

Define $U=WR^{-1}$ and $K=RBR^{-1}$. First,
$$U^\dagger U=R^{-1}W^\dagger WR^{-1}=R^{-1}R^2R^{-1}=1.$$
Next, the invariance relation gives
$$HU=WBR^{-1}=WR^{-1}\,RBR^{-1}=UK.$$
Multiplying by $U^\dagger$ from the left yields $K=U^\dagger HU$, which is Hermitian because $H$ is. Finally,
$$\det(x-K)=\det\big(R(x-B)R^{-1}\big)=\det(x-B).$$

Three consequences follow:

- If $Kv=Ev$, then $HUv=UKv=EUv$. Conversely, applying $U^\dagger$ to $HUv=EUv$ returns $Kv=Ev$.
- $SB=W^\dagger HW$ is Hermitian, so $SB=B^\dagger S$.
- If $B=B^\dagger$, this says $SB=BS$. If $SB=BS$, then $B^\dagger S=BS$, and cancelling $S$ gives $B^\dagger=B$.

## What the theorem assumes and says

In `effHam_main`, the finite types `n` and `m` label the full basis and the states in $W$. `overlap W` is $S$, `overlapSqrt W` is $R$, `orthoStates W` is $U$, and `effHam W B` is $K$. Full column rank is expressed as `Function.Injective W.mulVec`: different coefficient vectors $c$ give different vectors $Wc$. The conclusion has four parts: $K$ is Hermitian, its characteristic polynomial is that of $B$, $U^\dagger U=1$, and $K=U^\dagger HU$.

The hypothesis `H * W = W * B` stands for an exactly solved decoupling problem: $H$ does not couple the chosen subspace to the rest. The theorem neither constructs $W$ and $B$ nor estimates the error when a truncated perturbation series satisfies the relation only approximately.

## How the proof follows the algebra

`overlapSqrt_spec` uses the spectral theorem and the nonnegative eigenvalues of $S$ to show that $R$ is positive semidefinite with $R^2=S$. `overlap_invertible` shows that $S$ is injective, since $W^\dagger Wc=0$ forces $Wc=0$, and linear independence then gives $c=0$; the determinant of $R^2=S$ then makes $R$ invertible too.

The `calc` chains in `orthoStates_isometry` and `intertwining` are the two displayed computations for $U^\dagger U$ and $HU$. `effHam_main` projects the second with $U^\dagger$. For the characteristic polynomial it uses `charpoly_mul_comm`, which moves $R^{-1}$ to the front, where it cancels $R$.

`eigen_iff`, `metric_hermitian` and `isHermitian_iff_commutes` prove the three consequences. `effHam_main_witness` verifies by explicit entries that a three-level system with two non-orthogonal states satisfies the hypotheses with a non-Hermitian $B$.

```lean
import Mathlib

open Matrix
open scoped ComplexOrder

namespace HermitizedEffectiveHamiltonian

noncomputable section

variable {n m : Type*} [Fintype n] [Fintype m] [DecidableEq m]

/-- The overlap matrix `S = W† W` of the states stored in the columns of `W`. -/
def overlap (W : Matrix n m ℂ) : Matrix m m ℂ := Wᴴ * W

omit [Fintype m] [DecidableEq m] in
/-- The overlap matrix is Hermitian. -/
theorem overlap_isHermitian (W : Matrix n m ℂ) : (overlap W).IsHermitian :=
  isHermitian_conjTranspose_mul_self W

/-- The square root `S^(1/2)`, built from the eigenvectors of the overlap matrix and the
square roots of its eigenvalues. -/
def overlapSqrt (W : Matrix n m ℂ) : Matrix m m ℂ :=
  ((overlap_isHermitian W).eigenvectorUnitary : Matrix m m ℂ) *
    diagonal (fun i => ((Real.sqrt ((overlap_isHermitian W).eigenvalues i) : ℝ) : ℂ)) *
    ((overlap_isHermitian W).eigenvectorUnitary : Matrix m m ℂ)ᴴ

/-- The matrix `U = W S^(-1/2)`. Its columns are the symmetrically orthonormalized states when the
columns of `W` are linearly independent. -/
def orthoStates (W : Matrix n m ℂ) : Matrix n m ℂ := W * (overlapSqrt W)⁻¹

/-- The transformed effective Hamiltonian `S^(1/2) B S^(-1/2)`. -/
def effHam (W : Matrix n m ℂ) (B : Matrix m m ℂ) : Matrix m m ℂ :=
  overlapSqrt W * B * (overlapSqrt W)⁻¹

/-- The matrix `S^(1/2)` is positive semidefinite and its square is the overlap matrix. -/
theorem overlapSqrt_spec (W : Matrix n m ℂ) :
    (overlapSqrt W).PosSemidef ∧ overlapSqrt W * overlapSqrt W = overlap W := by
  constructor
  · exact (PosSemidef.diagonal
      (fun i => Complex.zero_le_real.mpr (Real.sqrt_nonneg _))).mul_mul_conjTranspose_same _
  · have hspec := (overlap_isHermitian W).spectral_theorem
    rw [Unitary.conjStarAlgAut_apply] at hspec
    have hnn : ∀ i, 0 ≤ (overlap_isHermitian W).eigenvalues i := fun i =>
      (posSemidef_conjTranspose_mul_self W).eigenvalues_nonneg i
    have hV : ((overlap_isHermitian W).eigenvectorUnitary : Matrix m m ℂ)ᴴ *
        ((overlap_isHermitian W).eigenvectorUnitary : Matrix m m ℂ) = 1 :=
      mem_unitaryGroup_iff'.mp (overlap_isHermitian W).eigenvectorUnitary.2
    -- the square roots of the eigenvalues multiply back to the eigenvalues
    have hD : diagonal (fun i =>
          ((Real.sqrt ((overlap_isHermitian W).eigenvalues i) : ℝ) : ℂ)) *
        diagonal (fun i => ((Real.sqrt ((overlap_isHermitian W).eigenvalues i) : ℝ) : ℂ)) =
        diagonal (fun i => (((overlap_isHermitian W).eigenvalues i : ℝ) : ℂ)) := by
      rw [diagonal_mul_diagonal]
      congr 1
      funext i
      rw [← Complex.ofReal_mul, Real.mul_self_sqrt (hnn i)]
    refine Eq.trans ?_ hspec.symm
    unfold overlapSqrt
    generalize ((overlap_isHermitian W).eigenvectorUnitary : Matrix m m ℂ) = V at hV ⊢
    generalize diagonal (fun i =>
      ((Real.sqrt ((overlap_isHermitian W).eigenvalues i) : ℝ) : ℂ)) = D at hD ⊢
    calc V * D * Vᴴ * (V * D * Vᴴ) = V * D * (Vᴴ * V) * D * Vᴴ := by
          simp only [Matrix.mul_assoc]
      _ = V * (D * D) * Vᴴ := by rw [hV, Matrix.mul_one, Matrix.mul_assoc V D D]
      _ = _ := by rw [hD]; rfl

/-- For linearly independent states, both the overlap matrix and its square root are
invertible. -/
theorem overlap_invertible {W : Matrix n m ℂ} (hW : Function.Injective W.mulVec) :
    IsUnit (overlap W).det ∧ IsUnit (overlapSqrt W).det := by
  have hinj : Function.Injective (overlap W).mulVec := by
    intro x y h
    have h0 : (Wᴴ * W) *ᵥ (x - y) = 0 := by
      rw [mulVec_sub, sub_eq_zero]
      exact h
    have h1 := (conjTranspose_mul_self_mulVec_eq_zero W (x - y)).mp h0
    rw [mulVec_sub, sub_eq_zero] at h1
    exact hW h1
  have hS : IsUnit (overlap W).det :=
    (isUnit_iff_isUnit_det _).mp (mulVec_injective_iff_isUnit.mp hinj)
  refine ⟨hS, ?_⟩
  rw [← (overlapSqrt_spec W).2, det_mul] at hS
  exact isUnit_of_mul_isUnit_left hS

/-- For linearly independent states, `U = W S^(-1/2)` satisfies `U† U = 1`. -/
theorem orthoStates_isometry {W : Matrix n m ℂ} (hW : Function.Injective W.mulVec) :
    (orthoStates W)ᴴ * orthoStates W = 1 := by
  have hu := (overlap_invertible hW).2
  have hR : (overlapSqrt W)ᴴ = overlapSqrt W := (overlapSqrt_spec W).1.isHermitian.eq
  have hS : Wᴴ * W = overlapSqrt W * overlapSqrt W := (overlapSqrt_spec W).2.symm
  unfold orthoStates
  rw [conjTranspose_mul, conjTranspose_nonsing_inv, hR]
  calc (overlapSqrt W)⁻¹ * Wᴴ * (W * (overlapSqrt W)⁻¹)
      = (overlapSqrt W)⁻¹ * (Wᴴ * W) * (overlapSqrt W)⁻¹ := by simp only [Matrix.mul_assoc]
    _ = ((overlapSqrt W)⁻¹ * overlapSqrt W) * (overlapSqrt W * (overlapSqrt W)⁻¹) := by
        rw [hS]; simp only [Matrix.mul_assoc]
    _ = 1 := by rw [nonsing_inv_mul _ hu, mul_nonsing_inv _ hu, Matrix.mul_one]

/-- For linearly independent states with `H W = W B`, the matrix `H` acts on the orthonormalized
states through the transformed effective Hamiltonian: `H U = U (S^(1/2) B S^(-1/2))`. -/
theorem intertwining {H : Matrix n n ℂ} {W : Matrix n m ℂ} {B : Matrix m m ℂ}
    (hW : Function.Injective W.mulVec) (hB : H * W = W * B) :
    H * orthoStates W = orthoStates W * effHam W B := by
  have hu := (overlap_invertible hW).2
  unfold orthoStates effHam
  calc H * (W * (overlapSqrt W)⁻¹) = W * B * (overlapSqrt W)⁻¹ := by
        rw [← Matrix.mul_assoc, hB]
    _ = W * ((overlapSqrt W)⁻¹ * overlapSqrt W) * B * (overlapSqrt W)⁻¹ := by
        rw [nonsing_inv_mul _ hu, Matrix.mul_one]
    _ = _ := by simp only [Matrix.mul_assoc]

/-- For a Hermitian `H` and linearly independent states with `H W = W B`, the matrix
`S^(1/2) B S^(-1/2)` is Hermitian, has the characteristic polynomial of `B`, and equals
`U† H U` for the isometry `U = W S^(-1/2)`. -/
theorem effHam_main {H : Matrix n n ℂ} {W : Matrix n m ℂ} {B : Matrix m m ℂ}
    (hH : H.IsHermitian) (hW : Function.Injective W.mulVec) (hB : H * W = W * B) :
    (effHam W B).IsHermitian ∧ (effHam W B).charpoly = B.charpoly ∧
      (orthoStates W)ᴴ * orthoStates W = 1 ∧
      effHam W B = (orthoStates W)ᴴ * H * orthoStates W := by
  have hU := orthoStates_isometry hW
  -- project the intertwining relation onto the orthonormalized states
  have hE : effHam W B = (orthoStates W)ᴴ * H * orthoStates W := by
    rw [Matrix.mul_assoc, intertwining hW hB, ← Matrix.mul_assoc, hU, Matrix.one_mul]
  refine ⟨?_, ?_, hU, hE⟩
  · rw [hE]
    exact isHermitian_conjTranspose_mul_mul _ hH
  · unfold effHam
    rw [charpoly_mul_comm, ← Matrix.mul_assoc,
      nonsing_inv_mul _ (overlap_invertible hW).2, Matrix.one_mul]

/-- For linearly independent states with `H W = W B`, a vector `v` satisfies the effective
eigenvalue equation with energy `E` exactly when `U v` satisfies the full eigenvalue equation with
the same `E`. -/
theorem eigen_iff {H : Matrix n n ℂ} {W : Matrix n m ℂ} {B : Matrix m m ℂ}
    (hW : Function.Injective W.mulVec) (hB : H * W = W * B) (E : ℂ) (v : m → ℂ) :
    effHam W B *ᵥ v = E • v ↔
      H *ᵥ (orthoStates W *ᵥ v) = E • (orthoStates W *ᵥ v) := by
  rw [mulVec_mulVec, intertwining hW hB, ← mulVec_mulVec, ← mulVec_smul]
  constructor
  · intro h
    rw [h]
  · intro h
    -- `U†` undoes `U` on coefficient vectors
    have h' := congrArg (fun x => (orthoStates W)ᴴ *ᵥ x) h
    simpa only [mulVec_mulVec, ← Matrix.mul_assoc, orthoStates_isometry hW,
      Matrix.one_mul, one_mulVec] using h'

omit [DecidableEq m] in
/-- If `H` is Hermitian and `H W = W B`, then `S B = B† S`. -/
theorem metric_hermitian {H : Matrix n n ℂ} {W : Matrix n m ℂ} {B : Matrix m m ℂ}
    (hH : H.IsHermitian) (hB : H * W = W * B) : overlap W * B = Bᴴ * overlap W := by
  unfold overlap
  rw [Matrix.mul_assoc, ← hB, ← Matrix.mul_assoc, ← Matrix.mul_assoc,
    ← conjTranspose_mul, ← hB, conjTranspose_mul, hH.eq]

/-- For a Hermitian `H` and linearly independent states with `H W = W B`, the matrix `B` is itself
Hermitian exactly when it commutes with the overlap matrix. -/
theorem isHermitian_iff_commutes {H : Matrix n n ℂ} {W : Matrix n m ℂ} {B : Matrix m m ℂ}
    (hH : H.IsHermitian) (hW : Function.Injective W.mulVec) (hB : H * W = W * B) :
    B.IsHermitian ↔ overlap W * B = B * overlap W := by
  have hu := (overlap_invertible hW).1
  have hm := metric_hermitian hH hB
  constructor
  · intro h
    rw [hm, h.eq]
  · intro hc
    have h : Bᴴ * overlap W = B * overlap W := hm.symm.trans hc
    have h' := congrArg (fun X => X * (overlap W)⁻¹) h
    show Bᴴ = B
    simpa only [Matrix.mul_assoc, mul_nonsing_inv _ hu, Matrix.mul_one] using h'

/-- A three-level Hamiltonian. -/
def exH : Matrix (Fin 3) (Fin 3) ℂ := !![1, 0, 1; 0, 2, 2; 1, 2, 3]

/-- Two non-orthogonal, unnormalized state vectors of the three-level system, as columns. -/
def exW : Matrix (Fin 3) (Fin 2) ℂ := !![1, 0; 0, 1; 1, 1]

/-- A two-by-two effective Hamiltonian. -/
def exB : Matrix (Fin 2) (Fin 2) ℂ := !![2, 1; 2, 4]

/-- The three-level example meets all hypotheses of the main theorem, with an effective
Hamiltonian `B` that is not Hermitian. -/
theorem effHam_main_witness :
    exH.IsHermitian ∧ Function.Injective exW.mulVec ∧ exH * exW = exW * exB ∧
      ¬ exB.IsHermitian := by
  refine ⟨?_, ?_, ?_, ?_⟩
  · refine IsHermitian.ext fun i j => ?_
    fin_cases i <;> fin_cases j <;> simp [exH]
  · intro x y h
    have h0 := congrFun h 0
    have h1 := congrFun h 1
    simp [exW, Matrix.mulVec, dotProduct, Fin.sum_univ_succ] at h0 h1
    ext i
    fin_cases i
    · exact h0
    · exact h1
  · ext i j
    fin_cases i <;> fin_cases j <;>
      simp [exH, exW, exB, Matrix.mul_apply, Fin.sum_univ_succ] <;> norm_num
  · intro h
    have h01 := h.apply 0 1
    simp [exB] at h01

end

end HermitizedEffectiveHamiltonian
```

```lean
#print axioms HermitizedEffectiveHamiltonian.effHam_main
#print axioms HermitizedEffectiveHamiltonian.eigen_iff
#print axioms HermitizedEffectiveHamiltonian.isHermitian_iff_commutes
```

```
'HermitizedEffectiveHamiltonian.effHam_main' depends on axioms: [propext, Classical.choice, Quot.sound]
'HermitizedEffectiveHamiltonian.eigen_iff' depends on axioms: [propext, Classical.choice, Quot.sound]
'HermitizedEffectiveHamiltonian.isHermitian_iff_commutes' depends on axioms: [propext, Classical.choice, Quot.sound]
```

## In a calculation

In multireference perturbation theory, this transformation can be applied to a Bloch-type effective Hamiltonian on a finite model space. When the subspace is exactly invariant, the result is Hermitian and its eigenvalues are eigenvalues of the full matrix $H$. If the model-space block of $W$ is the identity, $B$ is simply the model-space block of $HW$. A program diagonalizes the small matrix $S$, forms $S^{\pm1/2}$ from its eigenvalues and eigenvectors, and multiplies. If the columns of $W$ are normalized, very small eigenvalues of $S$ signal nearly dependent states and can amplify rounding errors. With an approximate $W$, the transformed matrix need not be Hermitian. An anti-Hermitian part beyond rounding error shows that the invariance relation is violated, but its absence does not prove that the relation holds.

The same argument works for any invertible $R$ with $R^\dagger R=S$, such as a Cholesky factor: $RBR^{-1}$ is again Hermitian, with $U=WR^{-1}$. The Lean file treats only the positive square root.
